# The displacement that minimises the worst-case error bound of a central-difference force constant

## Too large a step, or too small

To obtain a force constant by central differences, one moves an atom by $+\delta$ and by $-\delta$ along a coordinate, computes the force at both positions, and divides the difference by $2\delta$. A large $\delta$ brings in anharmonic terms. A small $\delta$ divides the error of the computed forces, for instance from incomplete self-consistency, by a small number.

Let $f(x)$ be the force at displacement $x$. The force constant is $-f'(0)$, so an error in $f'(0)$ is an error of the same size in the force constant. Two constants describe the situation:

- $M>0$ bounds $|f'''|$. Since $f'''$ is minus the fourth derivative of the energy, $M$ limits the combined effect of the quartic and higher terms of the energy on that derivative. A cubic term of the energy cancels in the central difference.
- $\sigma>0$ bounds the error of each force reading. It is a worst-case bound, not a standard deviation.

## The bound and its minimiser

Let $f$ be three times continuously differentiable, and let $F_+$ and $F_-$ be readings within $\sigma$ of $f(\delta)$ and $f(-\delta)$. Then for every $\delta>0$

$$\left|\frac{F_+-F_-}{2\delta}-f'(0)\right|\le E(\delta),\qquad E(\delta)=\frac{M\delta^2}{6}+\frac{\sigma}{\delta}.$$

Over $\delta>0$, $E$ has the unique minimiser $\delta_0=(3\sigma/M)^{1/3}$, and $E(\delta_0)=3\sigma/(2\delta_0)$.

In Lean this is `optimal_central_difference`. The force is a function `f : ℝ → ℝ` with `ContDiff ℝ 3 f`, and $f'''$ is `iteratedDeriv 3 f`. The readings `Fp` and `Fm` are arbitrary reals subject only to the two error bounds. The quotient, $E$ and $\delta_0$ are `centralDiff`, `errorBound` and `optimalStep`. The formula in `errorBound` makes sense for every $\delta\neq 0$, but it serves as an error bound only for $\delta>0$, which the theorems assume.

The model has one coordinate, and both $M$ and $\sigma$ are assumed known. The main theorem asks for $|f'''|\le M$ on the whole line because it treats all steps together. A steep repulsive wall would violate this, but for a single step `central_difference_error` needs the bound only on $[-\delta,\delta]$. Both theorems also assume that $f$ is three times continuously differentiable on the whole line, which fails for a force that diverges where two nuclei meet. The derivation below uses $f$ and its smoothness only on $[-\delta,\delta]$, so the error bound for a single step holds for such a force too, as long as the divergence lies outside that interval. What is minimised is the guaranteed bound; for a particular force and particular readings, another step may happen to give a smaller error.

For finite-displacement phonon calculations, within this one-coordinate worst-case model, the result says how the step should follow the force accuracy: making $\sigma$ eight times smaller halves $\delta_0$ and divides the best bound by four.

## Truncation and reading error

Take exact forces first and set $u(t)=f(t)-f(-t)-2f'(0)\,t$. Then

$$u'(t)=f'(t)+f'(-t)-2f'(0),\quad u''(t)=f''(t)-f''(-t),\quad u'''(t)=f'''(t)+f'''(-t).$$

The functions $u$, $u'$ and $u''$ vanish at $0$, and $|u'''|\le 2M$ on $[0,\delta]$. Integrating from $0$ three times gives

$$|u''(t)|\le 2Mt,\qquad |u'(t)|\le Mt^2,\qquad |u(t)|\le \tfrac{M}{3}t^3.$$

At $t=\delta$, division by $2\delta$ shows that the truncation error is at most $M\delta^2/6$.

The reading errors $e_\pm=F_\pm-f(\pm\delta)$ add $(e_+-e_-)/(2\delta)$, whose size is at most $2\sigma/(2\delta)=\sigma/\delta$. The triangle inequality gives $E(\delta)$.

## The minimum by factoring

By definition $M\delta_0^3=3\sigma$. Substituting $\sigma=M\delta_0^3/3$,

$$E(\delta)-\frac{M\delta_0^2}{2}=\frac{M(\delta^3-3\delta_0^2\delta+2\delta_0^3)}{6\delta}=\frac{M(\delta-\delta_0)^2(\delta+2\delta_0)}{6\delta}.$$

The right side is zero at $\delta=\delta_0$ and positive at every other $\delta>0$. The minimum value is $M\delta_0^2/2=M\delta_0^3/(2\delta_0)=3\sigma/(2\delta_0)$.

Setting the two parts of $E$ equal does not give the best step. It gives $\delta^3=6\sigma/M$, a step too large by the factor $2^{1/3}$. At $\delta_0$ the reading part, $M\delta_0^2/3$, is twice the truncation part, $M\delta_0^2/6$.

If $M=0$, so that the energy is at most cubic in the displacement, the bound is $\sigma/\delta$, which falls for ever as $\delta$ grows, so there is no best step. The harmonic case is included. This is why the optimum needs $M>0$.

## A force that attains the bound

Let $f(x)=ax+Mx^3/6$, so that $f'(0)=a$ and $f'''=M$, and let the readings err by $+\sigma$ at $\delta$ and $-\sigma$ at $-\delta$. Then

$$\frac{F_+-F_-}{2\delta}=\frac{2a\delta+M\delta^3/3+2\sigma}{2\delta}=a+\frac{M\delta^2}{6}+\frac{\sigma}{\delta}.$$

The error equals $E(\delta)$ at every step. The energy of this force is unbounded below, so it can model an atom only near $x=0$; reversing the signs of the cubic term and of both reading errors gives an error of the same size with an energy that is bounded below. Since $E(\delta)\ge 3\sigma/(2\delta_0)$, no choice of step guarantees a smaller error than this for all admissible forces and readings.

## The Lean file

```lean
import Mathlib

open Set

namespace ForceConstantStep

noncomputable section

/-- Central difference quotient of the readings `Fp` at `+δ` and `Fm` at `-δ`, for `δ ≠ 0`. -/
def centralDiff (Fp Fm δ : ℝ) : ℝ := (Fp - Fm) / (2 * δ)

/-- Truncation error plus reading error, `M δ² / 6 + σ / δ`, for a displacement `δ ≠ 0`. -/
def errorBound (M σ δ : ℝ) : ℝ := M * δ ^ 2 / 6 + σ / δ

/-- The displacement `(3 σ / M)^(1/3)`, for `M > 0` and `σ ≥ 0`. -/
def optimalStep (M σ : ℝ) : ℝ := (3 * σ / M) ^ (1 / 3 : ℝ)

/-- The force `a x + M x³ / 6`, linear with a cubic anharmonic term. -/
def cubicForce (a M : ℝ) : ℝ → ℝ := fun x => a * x + M / 6 * x ^ 3

/-- If `u` and `B` vanish at `0` and the slope of `u` is bounded in size by the slope of `B`
on `[0, δ]`, then `u` is bounded in size by `B` there. -/
theorem abs_le_of_abs_slope_le {u u' B B' : ℝ → ℝ} {δ : ℝ}
    (hu : ∀ t, HasDerivAt u (u' t) t) (hB : ∀ t, HasDerivAt B (B' t) t)
    (hu0 : u 0 = 0) (hB0 : B 0 = 0) (h : ∀ t ∈ Icc 0 δ, |u' t| ≤ B' t) :
    ∀ t ∈ Icc 0 δ, |u t| ≤ B t := by
  intro t ht
  have key := image_norm_le_of_norm_deriv_right_le_deriv_boundary
    (a := 0) (b := δ) (f := u) (f' := u') (B := B) (B' := B')
    (fun x _ => (hu x).continuousAt.continuousWithinAt)
    (fun x _ => (hu x).hasDerivWithinAt) (by simp [hu0, hB0]) hB
    (fun x hx => h x ⟨hx.1, hx.2.le⟩) ht
  exact key

/-- With exact forces, the central difference misses `f'(0)` by at most `M δ² / 6`, if `f` is
C³ and `|f'''| ≤ M` between the two displaced positions, `δ > 0`. -/
theorem truncation_error {f : ℝ → ℝ} {M δ : ℝ} (hδ : 0 < δ) (hf : ContDiff ℝ 3 f)
    (hb : ∀ x ∈ Icc (-δ) δ, |iteratedDeriv 3 f x| ≤ M) :
    |centralDiff (f δ) (f (-δ)) δ - deriv f 0| ≤ M * δ ^ 2 / 6 := by
  have h : ∀ k : ℕ, k < 3 → ∀ x,
      HasDerivAt (iteratedDeriv k f) (iteratedDeriv (k + 1) f x) x := by
    intro k hk x
    rw [iteratedDeriv_succ]
    exact (hf.differentiable_iteratedDeriv k (by exact_mod_cast hk) x).hasDerivAt
  have h0 : ∀ x, HasDerivAt f (deriv f x) x := fun x => by
    simpa [iteratedDeriv_zero, iteratedDeriv_one] using h 0 (by norm_num) x
  have h1 : ∀ x, HasDerivAt (deriv f) (iteratedDeriv 2 f x) x := fun x => by
    simpa [iteratedDeriv_one] using h 1 (by norm_num) x
  have h2 : ∀ x, HasDerivAt (iteratedDeriv 2 f) (iteratedDeriv 3 f x) x :=
    h 2 (by norm_num)
  have refl : ∀ {g g' : ℝ → ℝ}, (∀ x, HasDerivAt g (g' x) x) →
      ∀ t, HasDerivAt (fun s => g (-s)) (-g' (-t)) t := fun hg t =>
    ((hg (-t)).comp t (hasDerivAt_neg t)).congr_deriv (by ring)
  -- `u`, twice the difference of the force's odd part and its linear term, and its derivatives
  have u2 : ∀ t, HasDerivAt (fun t => iteratedDeriv 2 f t - iteratedDeriv 2 f (-t))
      (iteratedDeriv 3 f t + iteratedDeriv 3 f (-t)) t := fun t =>
    ((h2 t).fun_sub (refl h2 t)).congr_deriv (by ring)
  have u1 : ∀ t, HasDerivAt (fun t => deriv f t + deriv f (-t) - 2 * deriv f 0)
      (iteratedDeriv 2 f t - iteratedDeriv 2 f (-t)) t := fun t =>
    (((h1 t).fun_add (refl h1 t)).sub_const (2 * deriv f 0)).congr_deriv (by ring)
  have u0 : ∀ t, HasDerivAt (fun t => f t - f (-t) - 2 * deriv f 0 * t)
      (deriv f t + deriv f (-t) - 2 * deriv f 0) t := fun t =>
    (((h0 t).fun_sub (refl h0 t)).fun_sub
      ((hasDerivAt_id' t).const_mul (2 * deriv f 0))).congr_deriv (by ring)
  have b2 : ∀ t : ℝ, HasDerivAt (fun t => 2 * M * t) (2 * M) t := fun t =>
    ((hasDerivAt_id' t).const_mul (2 * M)).congr_deriv (by ring)
  have b1 : ∀ t : ℝ, HasDerivAt (fun t => M * t ^ 2) (2 * M * t) t := fun t =>
    ((hasDerivAt_pow 2 t).const_mul M).congr_deriv (by push_cast; ring)
  have b0 : ∀ t : ℝ, HasDerivAt (fun t => M / 3 * t ^ 3) (M * t ^ 2) t := fun t =>
    ((hasDerivAt_pow 3 t).const_mul (M / 3)).congr_deriv (by push_cast; ring)
  -- integrate the bound on the third derivative three times
  have s3 : ∀ t ∈ Icc 0 δ, |iteratedDeriv 3 f t + iteratedDeriv 3 f (-t)| ≤ 2 * M := by
    intro t ht
    have p := abs_le.mp (hb t ⟨by linarith [ht.1], ht.2⟩)
    have q := abs_le.mp (hb (-t) ⟨by linarith [ht.2], by linarith [ht.1]⟩)
    exact abs_le.mpr ⟨by linarith [p.1, q.1], by linarith [p.2, q.2]⟩
  have s2 := abs_le_of_abs_slope_le u2 b2 (by simp) (by simp) s3
  have s1 := abs_le_of_abs_slope_le u1 b1 (by simp only [neg_zero]; ring) (by simp) s2
  have s0 : |f δ - f (-δ) - 2 * deriv f 0 * δ| ≤ M / 3 * δ ^ 3 :=
    abs_le_of_abs_slope_le u0 b0 (by simp) (by simp) s1 δ ⟨hδ.le, le_rfl⟩
  have e : centralDiff (f δ) (f (-δ)) δ - deriv f 0
      = (f δ - f (-δ) - 2 * deriv f 0 * δ) / (2 * δ) := by
    unfold centralDiff
    field_simp
  have hp : 0 < 2 * δ := by positivity
  rw [e, abs_div, abs_of_pos hp, div_le_iff₀ hp]
  linarith [s0, show M * δ ^ 2 / 6 * (2 * δ) = M / 3 * δ ^ 3 by ring]

/-- If `δ > 0`, `f` is C³ with `|f'''| ≤ M` on `[-δ, δ]`, and the readings at `δ` and `-δ` each err
by at most `σ`, the central difference misses `f'(0)` by at most `M δ² / 6 + σ / δ`. -/
theorem central_difference_error {f : ℝ → ℝ} {M σ δ Fp Fm : ℝ} (hδ : 0 < δ)
    (hf : ContDiff ℝ 3 f) (hb : ∀ x ∈ Icc (-δ) δ, |iteratedDeriv 3 f x| ≤ M)
    (hp : |Fp - f δ| ≤ σ) (hm : |Fm - f (-δ)| ≤ σ) :
    |centralDiff Fp Fm δ - deriv f 0| ≤ errorBound M σ δ := by
  have e : centralDiff Fp Fm δ - deriv f 0 = (centralDiff (f δ) (f (-δ)) δ - deriv f 0)
      + ((Fp - f δ) - (Fm - f (-δ))) / (2 * δ) := by
    unfold centralDiff
    ring
  have noise : |((Fp - f δ) - (Fm - f (-δ))) / (2 * δ)| ≤ σ / δ := by
    have h2 : 0 < 2 * δ := by positivity
    have hs : σ / δ * (2 * δ) = 2 * σ := by field_simp
    rw [abs_div, abs_of_pos h2, div_le_iff₀ h2, hs]
    have p := abs_le.mp hp
    have q := abs_le.mp hm
    exact abs_le.mpr ⟨by linarith [p.1, q.2], by linarith [p.2, q.1]⟩
  rw [e]
  exact (abs_add_le _ _).trans (add_le_add (truncation_error hδ hf hb) noise)

/-- For `M, σ > 0` the optimal step is positive and satisfies `M δ₀³ = 3 σ` and
`3 σ / (2 δ₀) = M δ₀² / 2`. -/
theorem optimalStep_spec {M σ : ℝ} (hM : 0 < M) (hσ : 0 < σ) :
    0 < optimalStep M σ ∧ M * optimalStep M σ ^ 3 = 3 * σ ∧
      3 * σ / (2 * optimalStep M σ) = M * optimalStep M σ ^ 2 / 2 := by
  have hq : 0 < 3 * σ / M := by positivity
  have hd : 0 < optimalStep M σ := Real.rpow_pos_of_pos hq _
  have h : optimalStep M σ ^ 3 = 3 * σ / M := by
    rw [optimalStep, ← Real.rpow_natCast, ← Real.rpow_mul hq.le]
    norm_num
  have hc : M * optimalStep M σ ^ 3 = 3 * σ := by
    rw [h]
    field_simp
  refine ⟨hd, hc, ?_⟩
  rw [div_eq_iff (mul_pos two_pos hd).ne']
  linear_combination -hc

/-- If `M d³ = 3 σ`, the error bound at a step `δ > 0` minus `M d² / 2` equals
`M (δ - d)² (δ + 2 d) / (6 δ)`. -/
theorem errorBound_excess {M σ d δ : ℝ} (hδ : 0 < δ) (h : M * d ^ 3 = 3 * σ) :
    errorBound M σ δ - M * d ^ 2 / 2 = M * (δ - d) ^ 2 * (δ + 2 * d) / (6 * δ) := by
  obtain rfl : σ = M * d ^ 3 / 3 := by linarith
  unfold errorBound
  field_simp
  ring

/-- For a C³ force with `|f'''| ≤ M` and readings that err by at most `σ`, with `M, σ > 0`, the
central difference at any step `δ > 0` misses `f'(0)` by at most `M δ² / 6 + σ / δ`. Over `δ > 0`
this bound has the unique minimiser `δ₀ = (3 σ / M)^(1/3)`, with value `3 σ / (2 δ₀)`. -/
theorem optimal_central_difference {f : ℝ → ℝ} {M σ : ℝ} (hM : 0 < M) (hσ : 0 < σ)
    (hf : ContDiff ℝ 3 f) (hb : ∀ x, |iteratedDeriv 3 f x| ≤ M) :
    (∀ δ > 0, ∀ Fp Fm, |Fp - f δ| ≤ σ → |Fm - f (-δ)| ≤ σ →
      |centralDiff Fp Fm δ - deriv f 0| ≤ errorBound M σ δ) ∧
    0 < optimalStep M σ ∧
    errorBound M σ (optimalStep M σ) = 3 * σ / (2 * optimalStep M σ) ∧
    ∀ δ > 0, δ ≠ optimalStep M σ →
      errorBound M σ (optimalStep M σ) < errorBound M σ δ := by
  obtain ⟨hd, hc, hv⟩ := optimalStep_spec hM hσ
  have v : errorBound M σ (optimalStep M σ) = 3 * σ / (2 * optimalStep M σ) := by
    have g := errorBound_excess hd hc
    have z : M * (optimalStep M σ - optimalStep M σ) ^ 2
        * (optimalStep M σ + 2 * optimalStep M σ) / (6 * optimalStep M σ) = 0 := by simp
    linarith
  refine ⟨fun δ hδ Fp Fm hp hm =>
    central_difference_error hδ hf (fun x _ => hb x) hp hm, hd, v, fun δ hδ hne => ?_⟩
  -- away from the optimal step the excess is strictly positive
  have g := errorBound_excess hδ hc
  have hs : 0 < (δ - optimalStep M σ) ^ 2 :=
    lt_of_le_of_ne (sq_nonneg _) (Ne.symm (pow_ne_zero 2 (sub_ne_zero.mpr hne)))
  have hpos : 0 < M * (δ - optimalStep M σ) ^ 2 * (δ + 2 * optimalStep M σ) / (6 * δ) :=
    div_pos (mul_pos (mul_pos hM hs) (by linarith)) (by linarith)
  linarith

/-- The cubic force is C³ with `f''' = M`, and for `M, σ ≥ 0` reading errors `+σ` at `δ` and
`-σ` at `-δ` make the central difference miss `f'(0)` by exactly the error bound, at every
`δ > 0`. -/
theorem cubicForce_attains_bound (a : ℝ) {M σ : ℝ} (hM : 0 ≤ M) (hσ : 0 ≤ σ) :
    ContDiff ℝ 3 (cubicForce a M) ∧ (∀ x, iteratedDeriv 3 (cubicForce a M) x = M) ∧
    ∀ δ > 0, |centralDiff (cubicForce a M δ + σ) (cubicForce a M (-δ) - σ) δ
      - deriv (cubicForce a M) 0| = errorBound M σ δ := by
  have h1 : ∀ x, HasDerivAt (cubicForce a M) (a + M / 2 * x ^ 2) x := fun x =>
    (((hasDerivAt_id' x).const_mul a).fun_add
      ((hasDerivAt_pow 3 x).const_mul (M / 6))).congr_deriv (by push_cast; ring)
  have h2 : ∀ x : ℝ, HasDerivAt (fun x => a + M / 2 * x ^ 2) (M * x) x := fun x =>
    (((hasDerivAt_pow 2 x).const_mul (M / 2)).const_add a).congr_deriv (by push_cast; ring)
  have h3 : ∀ x : ℝ, HasDerivAt (fun x => M * x) M x := fun x =>
    ((hasDerivAt_id' x).const_mul M).congr_deriv (by ring)
  have d1 : deriv (cubicForce a M) = fun x => a + M / 2 * x ^ 2 :=
    funext fun x => (h1 x).deriv
  have d2 : deriv (fun x : ℝ => a + M / 2 * x ^ 2) = fun x => M * x :=
    funext fun x => (h2 x).deriv
  refine ⟨by unfold cubicForce; fun_prop, fun x => ?_, fun δ hδ => ?_⟩
  · rw [iteratedDeriv_succ, iteratedDeriv_succ, iteratedDeriv_one, d1, d2]
    exact (h3 x).deriv
  · have e : centralDiff (cubicForce a M δ + σ) (cubicForce a M (-δ) - σ) δ
        - deriv (cubicForce a M) 0 = errorBound M σ δ := by
      rw [d1]
      simp only [centralDiff, cubicForce, errorBound]
      field_simp
      ring
    rw [e]
    exact abs_of_nonneg (by unfold errorBound; positivity)

/-- For `M, σ > 0` and any step `δ > 0`, some C³ force with `|f'''| ≤ M` and some readings within
`σ` make the central difference miss `f'(0)` by at least `3 σ / (2 δ₀)`, where
`δ₀ = optimalStep M σ`. -/
theorem no_step_guarantees_less {M σ δ : ℝ} (hM : 0 < M) (hσ : 0 < σ) (hδ : 0 < δ) :
    ∃ (f : ℝ → ℝ) (Fp Fm : ℝ), ContDiff ℝ 3 f ∧ (∀ x, |iteratedDeriv 3 f x| ≤ M) ∧
      |Fp - f δ| ≤ σ ∧ |Fm - f (-δ)| ≤ σ ∧
      3 * σ / (2 * optimalStep M σ) ≤ |centralDiff Fp Fm δ - deriv f 0| := by
  obtain ⟨hc, h3, he⟩ := cubicForce_attains_bound 0 hM.le hσ.le
  obtain ⟨hd, hs, hv⟩ := optimalStep_spec hM hσ
  refine ⟨cubicForce 0 M, cubicForce 0 M δ + σ, cubicForce 0 M (-δ) - σ, hc,
    fun x => ?_, ?_, ?_, ?_⟩
  · rw [h3 x, abs_of_pos hM]
  · rw [add_sub_cancel_left, abs_of_pos hσ]
  · rw [sub_sub_cancel_left, abs_neg, abs_of_pos hσ]
  · rw [he δ hδ]
    have g := errorBound_excess hδ hs
    have hn : 0 ≤ M * (δ - optimalStep M σ) ^ 2 * (δ + 2 * optimalStep M σ) / (6 * δ) := by
      positivity
    linarith

end

end ForceConstantStep
```

```lean
#print axioms ForceConstantStep.optimal_central_difference
#print axioms ForceConstantStep.cubicForce_attains_bound
#print axioms ForceConstantStep.no_step_guarantees_less
```

```
'ForceConstantStep.optimal_central_difference' depends on axioms: [propext, Classical.choice, Quot.sound]
'ForceConstantStep.cubicForce_attains_bound' depends on axioms: [propext, Classical.choice, Quot.sound]
'ForceConstantStep.no_step_guarantees_less' depends on axioms: [propext, Classical.choice, Quot.sound]
```

## From the integrations to the Lean lemmas

`abs_le_of_abs_slope_le` is one integration step: if $u$ and $B$ vanish at $0$ and $|u'|\le B'$ on $[0,\delta]$, then $|u|\le B$ there. It rests on a Mathlib comparison theorem, so no integral appears.

In `truncation_error`, the facts `u0`, `u1` and `u2` differentiate $u$, $u'$ and $u''$, while `b0`, `b1` and `b2` do the same for the bounds $Mt^3/3$, $Mt^2$ and $2Mt$. The step `s3` is $|u'''|\le 2M$, and three uses of the comparison lemma lead through `s2` and `s1` to `s0`, the bound on $u(\delta)$. `central_difference_error` splits off the reading errors and applies the triangle inequality.

`optimalStep_spec` turns the real cube root into $M\delta_0^3=3\sigma$ and derives the two forms of the minimum value. `errorBound_excess` is the factored identity: it substitutes for $\sigma$, clears denominators with `field_simp` and finishes with `ring`. In `optimal_central_difference`, the identity at $\delta_0$ gives the value, and its strict positivity elsewhere gives uniqueness.

`cubicForce_attains_bound` differentiates the cubic three times and computes its error. `no_step_guarantees_less` takes this force with $a=0$ and uses that the excess is never negative.
